# An orthogonal projector maps each vector to the unique closest point of its range

Let P be a linear map on a complex inner-product space that is symmetric, ⟨Px, y⟩ = ⟨x, Py⟩, and idempotent, P(Px) = Px. Then for all vectors x and y

‖x − Py‖² = ‖x − Px‖² + ‖Px − Py‖².

The first term on the right doesn't depend on y, and the second vanishes only when Py = Px. So Px is the best approximation to x among all vectors in the range of P, and it is the only one. Conversely, a linear map for which Px is always at least as close to x as every Py must be symmetric and idempotent.

Here ⟨x, y⟩ is linear in y and conjugate-linear in x, and ‖x‖² = ⟨x, x⟩.

## Basis truncation and the removal of one component

A code that expands a state in an orthonormal basis and sets some of the coefficients to zero applies an orthogonal projector. Cutting off a plane-wave expansion at a maximum kinetic energy is one example. The identity says that, for a fixed vector x, the remaining coefficients already give the closest vector in the retained space. If a nonzero coefficient was discarded, this vector is shorter than x. To obtain a normalised state from a normalised x, one then has to rescale the remaining coefficients by a common factor, which is possible unless they are all zero. Closeness here is measured by the norm, and the closest vector is in general not the one of lowest energy.

Setting y = 0 gives the size of the truncation error:

‖x − Px‖² = ‖x‖² − ‖Px‖².

The same structure appears when an iterative eigensolver removes from a trial vector x its component along a normalised vector u. The subtraction x − ⟨u, x⟩u leaves the shortest vector of the form x − cu, where c is any complex number.

## From an orthogonal residual to the closest vector

Call x − Px the residual. Its inner product with any Py is

⟨x − Px, Py⟩ = ⟨x, Py⟩ − ⟨Px, Py⟩.

Symmetry moves P to the right in the last term, and idempotency then removes one of the two factors:

⟨Px, Py⟩ = ⟨x, P(Py)⟩ = ⟨x, Py⟩.

The difference is therefore zero, and the residual is orthogonal to the whole range of P. Now write

x − Py = (x − Px) + (Px − Py).

The second bracket is a difference of two vectors in the range, so it is orthogonal to the first. In the expansion

‖x − Py‖² = ‖x − Px‖² + 2 Re⟨x − Px, Px − Py⟩ + ‖Px − Py‖²

the middle term vanishes, which proves the identity.

Any v in the range has the form v = Py for some y. Since ‖Px − v‖² ≥ 0, it follows that ‖x − Px‖ ≤ ‖x − v‖. If the two distances are equal, the identity leaves ‖Px − v‖² = 0, hence v = Px.

### Symmetry is needed: an oblique projector

On ℂ² take P(a, b) = (a + b, 0). This map is linear and idempotent but not symmetric. For x = (0, 1) it gives Px = (1, 0), so ‖x − Px‖² = 2. The zero vector also lies in the range, and its squared distance from x is only 1. With y = 0 the left side of the identity is 1, while the right side is 2 + 1 = 3.

## Minimal distance forces symmetry and idempotency

The converse starts with two vectors r and v such that ‖r‖ ≤ ‖r − cv‖ for every complex c. Put a = ⟨v, r⟩ and suppose that a ≠ 0. Choose the step

c = ta, with t = 1/(‖v‖² + 1).

Since ⟨r, cv⟩ = ta⟨r, v⟩ = t|a|², the expansion of the square gives

‖r − cv‖² = ‖r‖² − 2t|a|² + t²|a|²‖v‖².

The definition of t implies t²‖v‖² = t − t², so

‖r − cv‖² = ‖r‖² − t|a|² − t²|a|² < ‖r‖².

This contradicts the assumption, and therefore ⟨v, r⟩ = 0.

Now let P be linear with ‖x − Px‖ ≤ ‖x − Pz‖ for all x and z. Taking z = x + cy turns the right side into ‖(x − Px) − cPy‖. The argument above, with r = x − Px and v = Py, yields

⟨Py, x − Px⟩ = 0 for all x and y.

Equivalently, ⟨Py, x⟩ = ⟨Py, Px⟩. Using this relation twice, the first time with x and y exchanged, gives symmetry:

⟨Px, y⟩ = ⟨Px, Py⟩ = conj⟨Py, Px⟩ = conj⟨Py, x⟩ = ⟨x, Py⟩.

For idempotency, replace x by Px and y by x − Px. Both entries of the inner product then equal Px − P(Px), so this vector has zero norm and P(Px) = Px.

## The best coefficient along one unit vector

For ‖u‖ = 1 let P = |u⟩⟨u|, that is, Px = ⟨u, x⟩u. It is symmetric because

⟨Px, y⟩ = ⟨x, u⟩⟨u, y⟩ = ⟨x, Py⟩,

and idempotent because

P(Px) = ⟨u, x⟩⟨u, u⟩u = Px.

Every multiple cu equals P(cu) and so lies in the range. Applying the identity with y = cu gives

‖x − cu‖² = ‖x − ⟨u, x⟩u‖² + |⟨u, x⟩ − c|².

The distance is smallest for c = ⟨u, x⟩ and for no other coefficient.

## Lean source for the identity, its converse and the one-vector case

```lean
import Mathlib

open scoped InnerProductSpace

namespace OrthogonalProjectorBestApproximation

variable {E : Type*} [NormedAddCommGroup E] [InnerProductSpace ℂ E]

/-- An orthogonal projector: a linear map that is symmetric for the inner product and
idempotent. -/
structure IsOrthProjector (P : E →ₗ[ℂ] E) : Prop where
  symmetric : P.IsSymmetric
  idempotent : ∀ x, P (P x) = P x

/-- The operator `|u⟩⟨u|`, which sends `x` to `⟨u, x⟩ u`. -/
noncomputable def ketBra (u : E) : E →ₗ[ℂ] E where
  toFun x := inner ℂ u x • u
  map_add' x y := by simp only [inner_add_right, add_smul]
  map_smul' c x := by simp only [inner_smul_right, mul_smul, RingHom.id_apply]

/-- The residual `x - P x` is orthogonal to every vector `P y`. -/
theorem residual_orthogonal {P : E →ₗ[ℂ] E} (h : IsOrthProjector P) (x y : E) :
    inner ℂ (x - P x) (P y) = 0 := by
  rw [inner_sub_left, h.symmetric x (P y), h.idempotent y, sub_self]

/-- The squared distance from `x` to `P y` is the squared length of the residual `x - P x`
plus the squared distance from `P x` to `P y`. -/
theorem pythagoras {P : E →ₗ[ℂ] E} (h : IsOrthProjector P) (x y : E) :
    ‖x - P y‖ ^ 2 = ‖x - P x‖ ^ 2 + ‖P x - P y‖ ^ 2 := by
  -- the two pieces of the error are orthogonal, so the cross term vanishes
  have h0 : inner ℂ (x - P x) (P x - P y) = 0 := by
    rw [inner_sub_right, residual_orthogonal h, residual_orthogonal h, sub_self]
  have e : x - P y = (x - P x) + (P x - P y) := by abel
  rw [e, norm_add_sq (𝕜 := ℂ), h0]
  simp

/-- No vector `v` in the range of an orthogonal projector is closer to `x` than `P x`, and
`v` is equally close only if it is `P x`. -/
theorem best_approximation {P : E →ₗ[ℂ] E} (h : IsOrthProjector P) (x : E) {v : E}
    (hv : v ∈ LinearMap.range P) :
    ‖x - P x‖ ≤ ‖x - v‖ ∧ (‖x - v‖ = ‖x - P x‖ ↔ v = P x) := by
  obtain ⟨y, rfl⟩ := hv
  have p := pythagoras h x y
  refine ⟨?_, fun e => ?_, fun e => by rw [e]⟩
  · exact (sq_le_sq₀ (norm_nonneg _) (norm_nonneg _)).1
      (by linarith [sq_nonneg ‖P x - P y‖])
  · -- equal distances leave no room for the second term of the identity
    rw [e] at p
    have h2 : ‖P x - P y‖ ^ 2 = 0 := by linarith
    have h3 : ‖P x - P y‖ = 0 := (pow_eq_zero_iff two_ne_zero).1 h2
    exact (sub_eq_zero.1 (norm_eq_zero.1 h3)).symm

/-- If subtracting a multiple of `v` never shortens `r`, then `r` is orthogonal to `v`. -/
theorem orthogonal_of_minimal (r v : E) (h : ∀ c : ℂ, ‖r‖ ≤ ‖r - c • v‖) :
    inner ℂ v r = 0 := by
  by_contra hne
  have hA : 0 < ‖inner ℂ v r‖ := norm_pos_iff.2 hne
  -- a step length short enough for the linear gain to beat the quadratic cost
  obtain ⟨t, ht, hmul⟩ : ∃ t : ℝ, 0 < t ∧ t * (‖v‖ ^ 2 + 1) = 1 :=
    ⟨(‖v‖ ^ 2 + 1)⁻¹, by positivity, inv_mul_cancel₀ (by positivity)⟩
  have hre : RCLike.re (inner ℂ r (((t : ℂ) * inner ℂ v r) • v))
      = t * ‖inner ℂ v r‖ ^ 2 := by
    rw [inner_smul_right, ← inner_conj_symm r v, mul_assoc, Complex.mul_conj,
      Complex.normSq_eq_norm_sq, ← Complex.ofReal_mul]
    exact Complex.ofReal_re _
  have hn : ‖((t : ℂ) * inner ℂ v r) • v‖ ^ 2
      = t ^ 2 * ‖inner ℂ v r‖ ^ 2 * ‖v‖ ^ 2 := by
    rw [norm_smul, norm_mul, Complex.norm_real, Real.norm_eq_abs, mul_pow, mul_pow, sq_abs]
  have h1 := pow_le_pow_left₀ (norm_nonneg r) (h ((t : ℂ) * inner ℂ v r)) 2
  rw [norm_sub_sq (𝕜 := ℂ), hre, hn] at h1
  have e : t ^ 2 * ‖inner ℂ v r‖ ^ 2 * ‖v‖ ^ 2
      = t * ‖inner ℂ v r‖ ^ 2 - t ^ 2 * ‖inner ℂ v r‖ ^ 2 := by
    linear_combination t * ‖inner ℂ v r‖ ^ 2 * hmul
  have p1 : 0 < t * ‖inner ℂ v r‖ ^ 2 := by positivity
  have p2 : 0 < t ^ 2 * ‖inner ℂ v r‖ ^ 2 := by positivity
  linarith

/-- A linear map `P` is an orthogonal projector exactly when, for every `x`, no vector `P y`
is closer to `x` than `P x`. -/
theorem isOrthProjector_iff_minimal (P : E →ₗ[ℂ] E) :
    IsOrthProjector P ↔ ∀ x y, ‖x - P x‖ ≤ ‖x - P y‖ := by
  refine ⟨fun h x y => (best_approximation h x ⟨y, rfl⟩).1, fun h => ?_⟩
  -- minimality makes every residual orthogonal to the range
  have o : ∀ x y, inner ℂ (P y) (x - P x) = 0 := by
    intro x y
    apply orthogonal_of_minimal
    intro c
    have h1 := h x (x + c • y)
    rwa [map_add, map_smul, ← sub_sub] at h1
  refine ⟨fun x y => ?_, fun x => ?_⟩
  · have h1 := o y x
    have h2 := o x y
    rw [inner_sub_right, sub_eq_zero] at h1 h2
    rw [h1, ← inner_conj_symm x (P y), h2, inner_conj_symm]
  · -- the residual of `P x` lies in the range and is orthogonal to itself
    have h1 := o (P x) (x - P x)
    rw [map_sub, inner_self_eq_zero, sub_eq_zero] at h1
    exact h1.symm

/-- For a unit vector `u`, the operator `|u⟩⟨u|` is an orthogonal projector. -/
theorem ketBra_isOrthProjector {u : E} (hu : ‖u‖ = 1) : IsOrthProjector (ketBra u) := by
  have huu : inner ℂ u u = 1 := by
    rw [inner_self_eq_norm_sq_to_K, hu]
    simp
  refine ⟨fun x y => ?_, fun x => ?_⟩
  · change inner ℂ (inner ℂ u x • u) y = inner ℂ x (inner ℂ u y • u)
    rw [inner_smul_left, inner_smul_right, inner_conj_symm, mul_comm]
  · change inner ℂ u (inner ℂ u x • u) • u = inner ℂ u x • u
    rw [inner_smul_right, huu, mul_one]

/-- Among all multiples `c u` of a unit vector `u`, the one closest to `x` has the
coefficient `c = ⟨u, x⟩`, and no other coefficient does equally well. -/
theorem optimal_coefficient {u : E} (hu : ‖u‖ = 1) (x : E) (c : ℂ) :
    ‖x - inner ℂ u x • u‖ ≤ ‖x - c • u‖ ∧
      (‖x - c • u‖ = ‖x - inner ℂ u x • u‖ ↔ c = inner ℂ u x) := by
  have huu : inner ℂ u u = 1 := by
    rw [inner_self_eq_norm_sq_to_K, hu]
    simp
  have hv : c • u ∈ LinearMap.range (ketBra u) := by
    refine ⟨c • u, ?_⟩
    change inner ℂ u (c • u) • u = c • u
    rw [inner_smul_right, huu, mul_one]
  obtain ⟨h1, h2⟩ := best_approximation (ketBra_isOrthProjector hu) x hv
  refine ⟨h1, h2.trans ⟨fun e => ?_, fun e => congrArg (fun a : ℂ => a • u) e⟩⟩
  -- read off the coefficient by taking the overlap with `u`
  have h3 : inner ℂ u (c • u) = inner ℂ u (inner ℂ u x • u) := congrArg (inner ℂ u) e
  rwa [inner_smul_right, inner_smul_right, huu, mul_one, mul_one] at h3

/-- In a two-level system, `|u⟩⟨u|` with `u` the first basis vector is an orthogonal projector
that is neither zero nor the identity. -/
theorem isOrthProjector_witness :
    IsOrthProjector (ketBra (EuclideanSpace.single (0 : Fin 2) (1 : ℂ))) ∧
      ketBra (EuclideanSpace.single (0 : Fin 2) (1 : ℂ)) ≠ 0 ∧
      ketBra (EuclideanSpace.single (0 : Fin 2) (1 : ℂ)) ≠ LinearMap.id := by
  refine ⟨ketBra_isOrthProjector (by simp), fun h => ?_, fun h => ?_⟩
  · have h1 := congrArg (fun f => (f (EuclideanSpace.single (0 : Fin 2) (1 : ℂ))).ofLp 0) h
    simp [ketBra] at h1
  · have h1 := congrArg (fun f => (f (EuclideanSpace.single (1 : Fin 2) (1 : ℂ))).ofLp 1) h
    simp [ketBra] at h1

end OrthogonalProjectorBestApproximation
```

```lean
#print axioms OrthogonalProjectorBestApproximation.isOrthProjector_iff_minimal
-- 'OrthogonalProjectorBestApproximation.isOrthProjector_iff_minimal' depends on axioms: [propext, Classical.choice, Quot.sound]
#print axioms OrthogonalProjectorBestApproximation.optimal_coefficient
-- 'OrthogonalProjectorBestApproximation.optimal_coefficient' depends on axioms: [propext, Classical.choice, Quot.sound]
```

## How the Lean statements map to projectors and states

The type `E` is the state space. It carries a norm and a complex inner product, but neither finite dimension nor completeness is required. The map `P : E →ₗ[ℂ] E` is linear, and continuity isn't assumed. `inner ℂ x y` is ⟨x, y⟩ with the convention used above.

`IsOrthProjector P` bundles the two defining properties. Its field `symmetric` refers to the inner product of `E`, which matters when a code stores coefficients in a non-orthonormal basis. If the basis has overlap matrix S, the inner product of coefficient vectors a and b is a†Sb, and symmetry of a matrix P means P†S = SP. This coincides with P† = P when S is the identity.

The theorems read as follows:

- `pythagoras` is the identity for all `x` and `y`.
- `best_approximation` takes a vector `v` in `LinearMap.range P`. It states that `P x` is at least as close to `x` as `v` is, and that the distances agree exactly when `v = P x`.
- `isOrthProjector_iff_minimal` states that a linear map is an orthogonal projector if and only if its outputs have the minimal-distance property.
- `optimal_coefficient` assumes `‖u‖ = 1` and identifies ⟨u, x⟩ as the unique best coefficient.
- `isOrthProjector_witness` gives a concrete case in a two-level system. The projector onto the basis vector with index 0 satisfies the definition and is neither zero nor the identity.

## How the proof steps follow the algebra

`residual_orthogonal` rewrites with linearity, symmetry and idempotency, in the order used by hand. In `pythagoras`, the intermediate statement `h0` says that the two parts of the error are orthogonal, and `e` is the splitting of x − Py. The rewrite with `norm_add_sq` expands the square, after which `h0` removes the cross term.

`best_approximation` first replaces `v` by `P y`. It obtains the inequality by comparing squares of nonnegative distances. For uniqueness, it inserts the assumed equality into the identity and concludes that ‖Px − Py‖² is zero.

`orthogonal_of_minimal` is the small-step argument. The number `t` is introduced through the property t(‖v‖² + 1) = 1. The statements `hre` and `hn` evaluate the linear and quadratic terms of the expansion, while `e` expresses t²|a|²‖v‖² as t|a|² − t²|a|². The final `linarith` finds the contradiction from the positivity of the two remaining terms, `p1` and `p2`.

In `isOrthProjector_iff_minimal`, the forward direction is the best-approximation theorem. For the converse, the statement `o` collects the orthogonality relations ⟨Py, x − Px⟩ = 0. The two parts of the proof that follow derive symmetry and idempotency from them by the substitutions given above.

`ketBra_isOrthProjector` checks both properties for |u⟩⟨u|, and `optimal_coefficient` applies the general theorem to it. That theorem first yields equality of the vectors cu and ⟨u, x⟩u; taking the overlap with `u` turns this into equality of the coefficients. For the witness, applying the projector to the basis vector with index 0 shows that it isn't zero, and applying it to the one with index 1 shows that it isn't the identity.

## Exact arithmetic and a projector given in advance

The theorems concern exact complex vectors. In floating-point arithmetic a computed projector is usually symmetric and idempotent only up to rounding, and the file contains no bound on the resulting error. In particular, the formula ‖x‖² − ‖Px‖² for the squared truncation error subtracts two nearly equal numbers when the error is small. Computing the norm of x − Px directly avoids that particular subtraction.

The projector is also part of the input. The file doesn't construct an orthogonal projector onto a prescribed subspace, except for the span of a single unit vector. For a larger set of orbitals, the general theorems apply once symmetry and idempotency have been established for the operator that the code uses.
